# Octahedral splitting of a d shell: $M = 6Dq\,P - 4Dq\,(1-P)$

A multiplet or impurity calculation for a transition-metal ion in an octahedral site, set up in spherical harmonics, can add a term $\sum_{mm'\sigma} M_{mm'}\,c^\dagger_{m\sigma}c_{m'\sigma}$ to the Hamiltonian. Here $c_{m\sigma}$ annihilates a d electron with magnetic quantum number $m$ and spin $\sigma$, and $M$ is a $5\times5$ matrix fixed by one energy $Dq$. This one-electron matrix, which contains neither spin–orbit coupling nor a distortion, has two levels at $6Dq$ and three at $-4Dq$. A projector $P$ onto the two-level set then gives its occupation as $\operatorname{tr}(P\rho)$ for the spin-summed one-particle density matrix $\rho_{mm'} = \sum_\sigma\langle c^\dagger_{m'\sigma}c_{m\sigma}\rangle$, a $5\times5$ matrix in the same basis.

```lean
import Mathlib

open Polynomial
open scoped Matrix

namespace OctahedralSplitting

noncomputable section
```

## The matrices

The basis is $|m\rangle$ with $m = 2, 1, 0, -1, -2$, and Lean's index $i = 0,\dots,4$ corresponds to $m = 2 - i$. The axes $x$, $y$ and $z$ are the fourfold axes of the octahedron and $z$ is the quantisation axis, so the field couples only states whose $m$ differs by 4. The matrix $M(Dq)$, `octahedral Dq`, is $Dq$ times a matrix with diagonal $1,-4,6,-4,1$ and corner entries 5. It is real, and $Dq$ is any real number.

```lean
/-- The octahedral crystal-field matrix of a d electron in the basis m = 2, 1, 0, -1, -2. -/
def octahedral (Dq : ℝ) : Matrix (Fin 5) (Fin 5) ℝ :=
  Dq • !![1, 0, 0, 0, 5;
          0, -4, 0, 0, 0;
          0, 0, 6, 0, 0;
          0, 0, 0, -4, 0;
          5, 0, 0, 0, 1]
```

With the normalised combinations $|\pm\rangle = (|2\rangle \pm |{-2}\rangle)/\sqrt2$, the candidate projector is $P = |0\rangle\langle 0| + |+\rangle\langle +|$, and the second term supplies four entries $1/2$. In the Condon–Shortley convention $|0\rangle$ and $|+\rangle$ are the $3z^2-r^2$ and $x^2-y^2$ orbitals, whence the label $e_g$ in `egProjector`; the group-theoretical labels and orbital shapes are background that Lean never sees, since it handles only the numbers.

```lean
/-- The matrix P that acts as the identity on m = 0 and has all four entries 1/2 on the
m = 2, -2 block. -/
def egProjector : Matrix (Fin 5) (Fin 5) ℝ :=
  !![1 / 2, 0, 0, 0, 1 / 2;
     0, 0, 0, 0, 0;
     0, 0, 1, 0, 0;
     0, 0, 0, 0, 0;
     1 / 2, 0, 0, 0, 1 / 2]
```

A more general matrix $T(a,b,c,d)$ has energies $a, c, d$ for $|m| = 2, 1, 0$ and coupling $b$ between $m = 2$ and $m = -2$. The symmetric matrix $S$, `adaptedBasis`, has $\sqrt2\,|+\rangle$ as column 0 and $\sqrt2\,|-\rangle$ as column 4, which avoids square roots. Both allow entries in a general ring `R`, because they are later filled with polynomials.

```lean
/-- The tetragonal crystal-field matrix: diagonal energies a, c, d for |m| = 2, 1, 0 and
coupling b between m = 2 and m = -2. -/
def tetragonal {R : Type*} [Zero R] (a b c d : R) : Matrix (Fin 5) (Fin 5) R :=
  !![a, 0, 0, 0, b;
     0, c, 0, 0, 0;
     0, 0, d, 0, 0;
     0, 0, 0, c, 0;
     b, 0, 0, 0, a]

/-- The unnormalised change of basis that replaces the states m = 2 and m = -2 by their sum
and their difference. -/
def adaptedBasis (R : Type*) [Ring R] : Matrix (Fin 5) (Fin 5) R :=
  !![1, 0, 0, 0, 1;
     0, 1, 0, 0, 0;
     0, 0, 1, 0, 0;
     0, 0, 0, 1, 0;
     1, 0, 0, 0, -1]
```

For $l = 2$, $L_z$ is diagonal with entries $m$, and $\langle m+1|L_+|m\rangle = \sqrt{6 - m(m+1)}$ gives $2, \sqrt6, \sqrt6, 2$, in units of $\hbar$. These real positive elements fix the phases and make $L_- = L_+^{\mathsf T}$. The Stevens operators are $O_4^0 = 35L_z^4 - 155L_z^2 + 72$ and $O_4^4 = (L_+^4 + L_-^4)/2$.

```lean
/-- The operator Lz for l = 2 in the basis m = 2, ..., -2. -/
def Lz : Matrix (Fin 5) (Fin 5) ℝ := Matrix.diagonal ![2, 1, 0, -1, -2]

/-- The raising operator L₊ for l = 2 in the basis m = 2, ..., -2. -/
def Lplus : Matrix (Fin 5) (Fin 5) ℝ :=
  !![0, 2, 0, 0, 0;
     0, 0, Real.sqrt 6, 0, 0;
     0, 0, 0, Real.sqrt 6, 0;
     0, 0, 0, 0, 2;
     0, 0, 0, 0, 0]

/-- The Stevens operator O₄⁰ = 35 Lz⁴ - (30 X - 25) Lz² + 3 X² - 6 X with X = l(l+1) = 6. -/
def stevensO40 : Matrix (Fin 5) (Fin 5) ℝ :=
  (35 : ℝ) • Lz ^ 4 - (30 * 6 - 25 : ℝ) • Lz ^ 2
    + (3 * 6 ^ 2 - 6 * 6 : ℝ) • (1 : Matrix (Fin 5) (Fin 5) ℝ)

/-- The Stevens operator O₄⁴ = (L₊⁴ + L₋⁴)/2 for l = 2, with L₋ the transpose of L₊. -/
def stevensO44 : Matrix (Fin 5) (Fin 5) ℝ :=
  (1 / 2 : ℝ) • (Lplus ^ 4 + Lplusᵀ ^ 4)
```

## Diagonalising the tetragonal matrix

Only the block on $m = \pm2$ is not diagonal, and $T|\pm\rangle = (a \pm b)|\pm\rangle$. With the unnormalised columns of $S$, each of squared length 2, this reads
$$STS = \operatorname{diag}\big(2(a+b),\,c,\,d,\,c,\,2(a-b)\big).$$
The proof expands the product and compares the 25 entries.

```lean
/-- Multiplying the tetragonal matrix on both sides by the change of basis gives the diagonal
matrix with entries 2(a+b), c, d, c, 2(a-b). -/
theorem tetragonal_diagonalised {R : Type*} [CommRing R] (a b c d : R) :
    adaptedBasis R * tetragonal a b c d * adaptedBasis R
      = Matrix.diagonal ![2 * (a + b), c, d, c, 2 * (a - b)] := by
  ext i j
  simp only [Matrix.mul_apply, Fin.sum_univ_five]
  fin_cases i <;> fin_cases j <;>
    simp [adaptedBasis, tetragonal] <;> ring
```

Taking determinants gives $(\det S)^2\det T = 4(a+b)(a-b)c^2d$, which is `h1`. From $S^2 = \operatorname{diag}(2,1,1,1,2)$ follows $(\det S)^2 = 4$, which is `h2`. The proof uses `IsDomain R` and `CharZero R` only to cancel the 4. They are sufficient for this step but stronger than necessary, since the final formula is a polynomial identity valid in any commutative ring. Cancelling leaves $\det T = (a+b)(a-b)c^2d$.

```lean
/-- The determinant of the tetragonal matrix is (a+b)(a-b)c²d. -/
theorem det_tetragonal {R : Type*} [CommRing R] [IsDomain R] [CharZero R] (a b c d : R) :
    (tetragonal a b c d).det = (a + b) * (a - b) * c ^ 2 * d := by
  have hS : adaptedBasis R * adaptedBasis R = Matrix.diagonal ![2, 1, 1, 1, 2] := by
    ext i j
    simp only [Matrix.mul_apply, Fin.sum_univ_five]
    fin_cases i <;> fin_cases j <;>
      simp [adaptedBasis] <;> ring
  have h1 : (adaptedBasis R).det * (tetragonal a b c d).det * (adaptedBasis R).det
      = 2 * (a + b) * c * d * c * (2 * (a - b)) := by
    rw [← Matrix.det_mul, ← Matrix.det_mul, tetragonal_diagonalised, Matrix.det_diagonal,
      Fin.prod_univ_five]
    rfl
  have h2 : (adaptedBasis R).det * (adaptedBasis R).det = 2 * 1 * 1 * 1 * 2 := by
    rw [← Matrix.det_mul, hS, Matrix.det_diagonal, Fin.prod_univ_five]
    rfl
  -- cancel the normalisation factor (det S)² = 4
  have h4 : (4 : R) ≠ 0 := by norm_num
  apply mul_left_cancel₀ h4
  linear_combination h1 - (tetragonal a b c d).det * h2
```

Lean's `charpoly` is $\det(X\cdot 1 - T)$ in an indeterminate $X$, and `C a` is the constant polynomial $a$. The secular matrix has the same shape as $T$, namely $X\cdot 1 - T = T(X-a,\,-b,\,X-c,\,X-d)$, as `hchar` records. The determinant formula over real polynomials then yields
$$\big(X-(a+b)\big)\big(X-(a-b)\big)(X-c)^2(X-d).$$

```lean
/-- The characteristic polynomial of the tetragonal matrix is
(X - (a+b)) (X - (a-b)) (X - c)² (X - d). -/
theorem charpoly_tetragonal (a b c d : ℝ) :
    (tetragonal a b c d).charpoly
      = (X - C (a + b)) * (X - C (a - b)) * (X - C c) ^ 2 * (X - C d) := by
  -- the secular matrix X - T is again of tetragonal shape
  have hchar : (tetragonal a b c d).charmatrix
      = tetragonal (X - C a) (-C b) (X - C c) (X - C d) := by
    refine Matrix.ext fun i j => ?_
    rw [Matrix.charmatrix_apply]
    fin_cases i <;> fin_cases j <;> simp [tetragonal]
  unfold Matrix.charpoly
  rw [hchar, det_tetragonal]
  simp only [C_add, C_sub]
  ring
```

## The octahedral case

Reading off entries, $M(Dq) = T(Dq,\,5Dq,\,-4Dq,\,6Dq)$. The levels are $a+b = 6Dq$, which coincides with $d$, and $a-b = -4Dq$, which coincides with $c$.

```lean
/-- The octahedral matrix is the tetragonal matrix with a = Dq, b = 5Dq, c = -4Dq, d = 6Dq. -/
theorem octahedral_eq_tetragonal (Dq : ℝ) :
    octahedral Dq = tetragonal Dq (5 * Dq) (-(4 * Dq)) (6 * Dq) := by
  ext i j
  fin_cases i <;> fin_cases j <;> simp [octahedral, tetragonal] <;> ring
```

A code may instead take a Stevens parameter $B$ and build $B(O_4^0 + 5O_4^4)$. The polynomial $35m^4 - 155m^2 + 72$ equals $12, -48, 72$ for $|m| = 2, 1, 0$. The operator $L_+^4$ connects only $|{-2}\rangle$ to $|2\rangle$, with element $2\cdot\sqrt6\cdot\sqrt6\cdot2 = 24$, so $O_4^4$ has corners 12 and $5O_4^4$ has corners 60. The sum is $12\,M(1)$, hence $Dq = 12B$. Lean squares $L_+$ twice (`h2`, `h4`) using $\sqrt6\,\sqrt6 = 6$, and `key` is the entrywise sum. The ratio 5 is an input here and is not derived from a ligand arrangement.

```lean
/-- The Stevens Hamiltonian B (O₄⁰ + 5 O₄⁴) for l = 2 is the octahedral matrix with
Dq = 12 B. -/
theorem stevens_eq_octahedral (B : ℝ) :
    B • (stevensO40 + (5 : ℝ) • stevensO44) = octahedral (12 * B) := by
  have hs : Real.sqrt 6 * Real.sqrt 6 = 6 := Real.mul_self_sqrt (by norm_num)
  have h2 : Lplus ^ 2 = !![0, 0, 2 * Real.sqrt 6, 0, 0;
                           0, 0, 0, 6, 0;
                           0, 0, 0, 0, 2 * Real.sqrt 6;
                           0, 0, 0, 0, 0;
                           0, 0, 0, 0, 0] := by
    rw [pow_two]
    ext i j
    simp only [Matrix.mul_apply, Fin.sum_univ_five]
    fin_cases i <;> fin_cases j <;> simp [Lplus, hs]
    ring
  -- L₊⁴ only connects m = -2 to m = 2, with matrix element 24
  have h4 : Lplus ^ 4 = !![0, 0, 0, 0, 24;
                           0, 0, 0, 0, 0;
                           0, 0, 0, 0, 0;
                           0, 0, 0, 0, 0;
                           0, 0, 0, 0, 0] := by
    rw [show Lplus ^ 4 = Lplus ^ 2 * Lplus ^ 2 from pow_add Lplus 2 2, h2]
    ext i j
    simp only [Matrix.mul_apply, Fin.sum_univ_five]
    fin_cases i <;> fin_cases j <;> simp <;> linear_combination 4 * hs
  have key : stevensO40 + (5 : ℝ) • stevensO44 = (12 : ℝ) • octahedral 1 := by
    unfold stevensO40 stevensO44 Lz octahedral
    rw [← Matrix.transpose_pow, h4, Matrix.diagonal_pow, Matrix.diagonal_pow]
    ext i j
    simp only [Matrix.add_apply, Matrix.sub_apply, Matrix.smul_apply, Matrix.transpose_apply,
      Matrix.diagonal_apply, Matrix.one_apply, Pi.pow_apply, smul_eq_mul]
    fin_cases i <;> fin_cases j <;> simp <;> norm_num
  rw [key]
  unfold octahedral
  rw [smul_smul, smul_smul]
  congr 1
  ring
```

The corner is nevertheless constrained. Keep the diagonal of $M$, let the corner be a real $b$, and demand the polynomial $(X-6Dq)^2(X+4Dq)^3$. Cancelling the nonzero factor $(X+4Dq)^2(X-6Dq)$ from $m = \pm1, 0$ leaves
$$\big(X-(Dq+b)\big)\big(X-(Dq-b)\big) = (X-6Dq)(X+4Dq),$$
which is `h'`. Setting $X = Dq$ gives $-b^2 = -25\,Dq^2$, so $b = \pm5Dq$, and substitution shows that either sign works. The spectrum therefore cannot reveal the sign of the corner. Physically the other sign corresponds to axes turned by $45^\circ$ about $z$, with $|+\rangle$ and $|-\rangle$ exchanging energies, so a code has to pair $P$ with the sign used here.

```lean
/-- With the diagonal Dq, -4Dq, 6Dq, -4Dq, Dq and corner coupling b, the characteristic
polynomial is (X - 6Dq)² (X + 4Dq)³ exactly when b = 5Dq or b = -5Dq. -/
theorem charpoly_two_three_iff (Dq b : ℝ) :
    (tetragonal Dq b (-(4 * Dq)) (6 * Dq)).charpoly
        = (X - C (6 * Dq)) ^ 2 * (X + C (4 * Dq)) ^ 3
      ↔ b = 5 * Dq ∨ b = -(5 * Dq) := by
  rw [charpoly_tetragonal]
  constructor
  · intro h
    have hne : (X - C (-(4 * Dq))) ^ 2 * (X - C (6 * Dq)) ≠ (0 : ℝ[X]) :=
      mul_ne_zero (pow_ne_zero _ (X_sub_C_ne_zero _)) (X_sub_C_ne_zero _)
    -- cancel the factors coming from m = 1, 0, -1
    have h' : (X - C (Dq + b)) * (X - C (Dq - b)) = (X - C (6 * Dq)) * (X + C (4 * Dq)) := by
      apply mul_right_cancel₀ hne
      simp only [C_neg] at h ⊢
      linear_combination h
    have h'' := congrArg (Polynomial.eval Dq) h'
    simp only [eval_mul, eval_sub, eval_add, eval_X, eval_C] at h''
    have hb : (b - 5 * Dq) * (b + 5 * Dq) = 0 := by linear_combination -h''
    rcases mul_eq_zero.mp hb with h0 | h0
    · left
      linarith
    · right
      linarith
  · rintro (hb | hb)
    · rw [hb, show Dq + 5 * Dq = 6 * Dq from by ring,
        show Dq - 5 * Dq = -(4 * Dq) from by ring]
      simp only [C_neg]
      ring
    · rw [hb, show Dq + -(5 * Dq) = -(4 * Dq) from by ring,
        show Dq - -(5 * Dq) = 6 * Dq from by ring]
      simp only [C_neg]
      ring
```

## The projector form

The matrix $P$ is symmetric by inspection. On the $m = \pm2$ block each entry of $P^2$ is $\tfrac14 + \tfrac14 = \tfrac12$, so $P^2 = P$, and $\operatorname{tr}P = \tfrac12 + 1 + \tfrac12 = 2$.

```lean
/-- The matrix P is symmetric, idempotent and has trace 2. -/
theorem egProjector_isProjector :
    egProjectorᵀ = egProjector ∧ egProjector * egProjector = egProjector
      ∧ egProjector.trace = 2 := by
  refine ⟨?_, ?_, ?_⟩
  · ext i j
    rw [Matrix.transpose_apply]
    fin_cases i <;> fin_cases j <;> simp [egProjector]
  · ext i j
    simp only [Matrix.mul_apply, Fin.sum_univ_five]
    fin_cases i <;> fin_cases j <;> simp [egProjector] <;> norm_num
  · simp [Matrix.trace, Fin.sum_univ_five, egProjector] <;> norm_num
```

Write $6Dq\,P - 4Dq(1-P) = 10Dq\,P - 4Dq\cdot 1$. The diagonal is $5Dq - 4Dq = Dq$ at $m = \pm2$, $-4Dq$ at $m = \pm1$ and $6Dq$ at $m = 0$, and the corners are $5Dq$. This is $M$.

```lean
/-- The octahedral matrix equals 6Dq P - 4Dq (1 - P). -/
theorem octahedral_eq_projectors (Dq : ℝ) :
    octahedral Dq = (6 * Dq) • egProjector - (4 * Dq) • (1 - egProjector) := by
  unfold octahedral
  ext i j
  simp only [Matrix.sub_apply, Matrix.smul_apply, Matrix.one_apply, smul_eq_mul]
  fin_cases i <;> fin_cases j <;> simp [egProjector] <;> ring
```

The main theorem states, for every real $Dq$, that $M = 6Dq\,P - 4Dq(1-P)$, that $P^{\mathsf T} = P$, $P^2 = P$ and $\operatorname{tr}P = 2$, and that the characteristic polynomial of $M$ is $(X-6Dq)^2(X+4Dq)^3$. The last part is the case $b = 5Dq$ of `charpoly_two_three_iff`. For $Dq > 0$ the twofold level lies $10Dq$ above the threefold one, and for $Dq < 0$ the order is reversed. At $Dq = 0$ the matrix vanishes and the polynomial is $X^5$, the unsplit shell.

```lean
/-- Octahedral splitting: the crystal-field matrix is 6Dq P - 4Dq (1 - P) with P symmetric,
idempotent and of trace 2, and its characteristic polynomial is (X - 6Dq)² (X + 4Dq)³. -/
theorem octahedral_splitting (Dq : ℝ) :
    octahedral Dq = (6 * Dq) • egProjector - (4 * Dq) • (1 - egProjector)
      ∧ egProjectorᵀ = egProjector
      ∧ egProjector * egProjector = egProjector
      ∧ egProjector.trace = 2
      ∧ (octahedral Dq).charpoly = (X - C (6 * Dq)) ^ 2 * (X + C (4 * Dq)) ^ 3 := by
  obtain ⟨hsymm, hidem, htr⟩ := egProjector_isProjector
  refine ⟨octahedral_eq_projectors Dq, hsymm, hidem, htr, ?_⟩
  rw [octahedral_eq_tetragonal]
  exact (charpoly_two_three_iff Dq (5 * Dq)).mpr (Or.inl rfl)
```

## Eigenvectors

For a real vector $v$ with components $v_0,\dots,v_4$, `hM` writes out $Mv$. In $Mv = 6Dq\,v$, rows 1 and 3 give $10Dq\,v_1 = 10Dq\,v_3 = 0$ and row 0 gives $5Dq(v_4 - v_0) = 0$. In $Mv = -4Dq\,v$, row 2 gives $10Dq\,v_2 = 0$ and row 0 gives $5Dq(v_0 + v_4) = 0$. The factors $1/10$ and $1/5$ in the `linear_combination` calls are these divisions. Cancelling $Dq$ uses `hDq`; at $Dq = 0$ every vector satisfies both equations. The conditions describe the span of $|0\rangle, |+\rangle$ and the span of $|1\rangle, |{-1}\rangle, |-\rangle$. The zero vector is included, and complex coefficients are not covered.

```lean
/-- For Dq ≠ 0, M v = 6Dq v holds exactly when the m = ±1 components vanish and the m = ±2
components are equal; M v = -4Dq v holds exactly when the m = 0 component vanishes and the
m = ±2 components are opposite. -/
theorem octahedral_eigenvectors (Dq : ℝ) (hDq : Dq ≠ 0) (v : Fin 5 → ℝ) :
    (octahedral Dq *ᵥ v = (6 * Dq) • v ↔ v 1 = 0 ∧ v 3 = 0 ∧ v 0 = v 4)
      ∧ (octahedral Dq *ᵥ v = (-(4 * Dq)) • v ↔ v 2 = 0 ∧ v 0 = -v 4) := by
  have hM : octahedral Dq *ᵥ v = ![Dq * v 0 + 5 * Dq * v 4, -(4 * Dq) * v 1, 6 * Dq * v 2,
      -(4 * Dq) * v 3, 5 * Dq * v 0 + Dq * v 4] := by
    rw [octahedral_eq_tetragonal]
    ext i
    simp only [Matrix.mulVec, dotProduct, Fin.sum_univ_five]
    fin_cases i <;> simp [tetragonal]
  rw [hM]
  constructor
  · constructor
    · intro h
      have h0 : Dq * v 0 + 5 * Dq * v 4 = 6 * Dq * v 0 := congrFun h 0
      have h1 : -(4 * Dq) * v 1 = 6 * Dq * v 1 := congrFun h 1
      have h3 : -(4 * Dq) * v 3 = 6 * Dq * v 3 := congrFun h 3
      refine ⟨mul_left_cancel₀ hDq ?_, mul_left_cancel₀ hDq ?_, mul_left_cancel₀ hDq ?_⟩
      · linear_combination (-1 / 10) * h1
      · linear_combination (-1 / 10) * h3
      · linear_combination (-1 / 5) * h0
    · rintro ⟨h1, h3, h04⟩
      ext i
      fin_cases i <;> simp [h1, h3, h04] <;> ring
  · constructor
    · intro h
      have h0 : Dq * v 0 + 5 * Dq * v 4 = -(4 * Dq) * v 0 := congrFun h 0
      have h2 : 6 * Dq * v 2 = -(4 * Dq) * v 2 := congrFun h 2
      refine ⟨mul_left_cancel₀ hDq ?_, mul_left_cancel₀ hDq ?_⟩
      · linear_combination (1 / 10) * h2
      · linear_combination (1 / 5) * h0
    · rintro ⟨h2, h04⟩
      ext i
      fin_cases i <;> simp [h2, h04] <;> ring
```

## Powers and traces

With $Q = 1 - P$, idempotency gives $PQ = QP = 0$ and $Q^2 = Q$. For real $x, y$,
$$(xP + yQ)(6Dq\,P - 4Dq\,Q) = 6Dq\,x\,P - 4Dq\,y\,Q,$$
and induction from $M^0 = P + Q$ gives $M^n = (6Dq)^nP + (-4Dq)^nQ$ for every natural number $n$. In Lean, `generalize` introduces $x$ and $y$, `hidem` reduces $P^2$, and `module` collects the coefficients. Since $\operatorname{tr}Q = 5 - 2 = 3$, it follows that $\operatorname{tr}M^n = 2(6Dq)^n + 3(-4Dq)^n$. The case $n = 0$ counts five orbitals, and $n = 1$ gives $12Dq - 12Dq = 0$, so the mean level does not move.

The traces test the levels of a typed-in matrix without diagonalising it, but not the sign of its corners. Take $Dq = 0.1$ in some energy unit. The diagonal is $0.1, -0.4, 0.6, -0.4, 0.1$ and the corners are $0.5$, so $|\pm\rangle$ have energies $0.1 \pm 0.5 = 0.6$ and $-0.4$. Since $M$ is symmetric, $\operatorname{tr}M^2$ is the sum of squared entries, $2(0.01) + 2(0.16) + 0.36 + 2(0.25) = 1.20$, and the formula gives $2(0.36) + 3(0.16) = 1.20$.

```lean
/-- Every power of the octahedral matrix is (6Dq)ⁿ P + (-4Dq)ⁿ (1 - P), and its trace is
2 (6Dq)ⁿ + 3 (-4Dq)ⁿ. -/
theorem octahedral_pow (Dq : ℝ) (n : ℕ) :
    octahedral Dq ^ n = (6 * Dq) ^ n • egProjector + (-(4 * Dq)) ^ n • (1 - egProjector)
      ∧ (octahedral Dq ^ n).trace = 2 * (6 * Dq) ^ n + 3 * (-(4 * Dq)) ^ n := by
  obtain ⟨_, hidem, htr⟩ := egProjector_isProjector
  have hpow : octahedral Dq ^ n
      = (6 * Dq) ^ n • egProjector + (-(4 * Dq)) ^ n • (1 - egProjector) := by
    induction n with
    | zero => simp
    | succ n ih =>
      rw [pow_succ (octahedral Dq), ih, octahedral_eq_projectors, pow_succ (6 * Dq),
        pow_succ (-(4 * Dq))]
      generalize (6 * Dq) ^ n = x
      generalize (-(4 * Dq)) ^ n = y
      -- the cross terms P (1 - P) vanish by idempotency
      simp only [add_mul, mul_sub, sub_mul, smul_mul_assoc, mul_smul_comm, mul_one, one_mul,
        hidem]
      module
  have h3 : (1 - egProjector).trace = 3 := by
    rw [Matrix.trace_sub, Matrix.trace_one, htr]
    norm_num
  refine ⟨hpow, ?_⟩
  rw [hpow, Matrix.trace_add, Matrix.trace_smul, Matrix.trace_smul, h3, htr, smul_eq_mul,
    smul_eq_mul]
  ring

end

end OctahedralSplitting
```

```lean
#print axioms OctahedralSplitting.stevens_eq_octahedral
#print axioms OctahedralSplitting.octahedral_splitting
#print axioms OctahedralSplitting.octahedral_eigenvectors
#print axioms OctahedralSplitting.octahedral_pow
```

```
'OctahedralSplitting.stevens_eq_octahedral' depends on axioms: [propext, Classical.choice, Quot.sound]
'OctahedralSplitting.octahedral_splitting' depends on axioms: [propext, Classical.choice, Quot.sound]
'OctahedralSplitting.octahedral_eigenvectors' depends on axioms: [propext, Classical.choice, Quot.sound]
'OctahedralSplitting.octahedral_pow' depends on axioms: [propext, Classical.choice, Quot.sound]
```
